# The largest summed weight of a normalised state on finitely many unit-norm orbitals is the top eigenvalue of their overlap matrix

When I prepare a projected density of states, I project each normalised state on a set of normalised atomic orbitals and add up the squared overlaps. I would like to read the total as a fraction of the state, but with orbitals on neighbouring atoms it can come out above one. I believe that the largest possible total is the largest eigenvalue of the orbitals' overlap matrix, and that it exceeds one exactly when two different orbitals are nonorthogonal. Can this be made rigorous, with a proof checked by machine?

## From the best-projected state to an eigenvector of S

Yes, for a nonempty finite family of orbitals in a finite-dimensional space. Let φ_m be the orbitals, with ‖φ_m‖ = 1, and let the inner product be linear in its second argument. Define

W(ψ) = ∑_m |⟨φ_m,ψ⟩|²,  S_ij = ⟨φ_i,φ_j⟩.

W is continuous and the unit sphere is compact and nonempty, so W has a maximum Λ over unit vectors. Since W(φ_k) ≥ |⟨φ_k,φ_k⟩|² = 1 for any k, Λ ≥ 1. Because W(cx) = |c|² W(x), normalising a nonzero x gives

W(x) ≤ Λ‖x‖²,

which also holds at x = 0.

Now take x = ∑_m c_m φ_m. Then

‖x‖² = ∑_m c_m ⟨x,φ_m⟩ ≤ ∑_m |c_m| |⟨φ_m,x⟩|.

Squaring and applying the Cauchy-Schwarz inequality gives

‖x‖⁴ ≤ (∑_m |c_m|²) W(x) ≤ (∑_m |c_m|²) Λ‖x‖².

Dividing by ‖x‖² when x ≠ 0, and checking x = 0 directly, we get the dual bound

‖∑_m c_m φ_m‖² ≤ Λ ∑_m |c_m|².

Let ψ be a unit vector with W(ψ) = Λ, let a_m = ⟨φ_m,ψ⟩, and let Fψ = ∑_m a_m φ_m. Then ⟨Fψ,ψ⟩ = ∑_m |a_m|² = Λ, and the dual bound gives ‖Fψ‖² ≤ Λ². Hence

‖Fψ − Λψ‖² = ‖Fψ‖² − 2Λ Re⟨Fψ,ψ⟩ + Λ² ≤ Λ² − 2Λ² + Λ² = 0,

so Fψ = Λψ. Taking the inner product with φ_i yields

∑_m S_im a_m = Λ a_i.

The vector a is nonzero because ∑_m |a_m|² = Λ > 0, so Λ is an eigenvalue of S. If Sv = μv with v ≠ 0, then

μ ∑_m |v_m|² = ∑_ij v_i* S_ij v_j = ‖∑_m v_m φ_m‖² ≤ Λ ∑_m |v_m|²,

so μ ≤ Λ.

## When the total passes one

If i ≠ j and S_ij ≠ 0, the orbital φ_j itself serves as a trial state:

W(φ_j) ≥ |S_jj|² + |S_ij|² = 1 + |S_ij|² > 1.

If no two different orbitals overlap, they are orthonormal, and Bessel's inequality gives W(ψ) ≤ ‖ψ‖² = 1 for every unit ψ.

For two orbitals with overlap s = ⟨φ_0,φ_1⟩, the eigenvalue equations are

s v_1 = (Λ − 1) v_0,  s* v_0 = (Λ − 1) v_1.

Substituting one into the other gives (Λ − 1)² v_k = |s|² v_k for both components. One of them is nonzero and Λ ≥ 1, so Λ = 1 + |s|.

## What the Lean theorems say

The space `E` is a complex inner-product space, and `φ : ι → E` is a family of orbitals labelled by a finite type `ι`. `projectedWeight` is W and `overlapMatrix` is S. The set `attainableWeights` collects the values of W on unit vectors, and `overlapEigenvalues` collects the real eigenvalues of S; as S is Hermitian, it has no others. `IsGreatest` says that a number belongs to a set and bounds it from above.

`max_projectedWeight` assumes that `E` is finite-dimensional, `ι` is nonempty and every orbital has norm one. It gives one real `Λ` that is greatest in both sets and satisfies `1 < Λ` exactly when some `i ≠ j` have a nonzero inner product. "Different" refers to the labels, so an orbital listed twice counts as an overlapping pair. Linear independence is not assumed. For finitely many orbitals in an infinite-dimensional space such as L²(ℝ³), the theorem can be applied to their span: the part of a state orthogonal to the span adds nothing to W, so the maximum over all normalised states is the same Λ. `max_projectedWeight_two` gives the value 1 + |⟨φ_0,φ_1⟩| for two orbitals.

For a projected density of states built from raw projections in a finite-dimensional space, Λ caps the summed weight of every normalised state. The maximum runs over all unit vectors in `E`, so the particular eigenstates of a calculation need not reach it. Energies, broadening and Brillouin-zone sampling are not modelled. In a crystal, the projections at a given k are on Bloch sums of the orbitals, whose overlap matrix depends on k and whose norms need not be one, so the unit-norm hypothesis has to be checked for those sums. If the orbitals are first orthonormalised, the theorem applies to the new set and gives Λ = 1.

```lean
import Mathlib

open scoped InnerProductSpace ComplexConjugate
open Matrix

namespace ProjectedWeightOverlap

noncomputable section

variable {ι E : Type*} [Fintype ι] [NormedAddCommGroup E] [InnerProductSpace ℂ E]

/-- The total weight of the state `ψ` projected on the orbitals `φ m`, summed over `m`. -/
def projectedWeight (φ : ι → E) (ψ : E) : ℝ := ∑ m, ‖⟪φ m, ψ⟫_ℂ‖ ^ 2

/-- The overlap matrix of the orbitals. -/
def overlapMatrix (φ : ι → E) : Matrix ι ι ℂ := Matrix.of fun i j => ⟪φ i, φ j⟫_ℂ

/-- The values the total projected weight takes on normalised states. -/
def attainableWeights (φ : ι → E) : Set ℝ := {w | ∃ ψ : E, ‖ψ‖ = 1 ∧ projectedWeight φ ψ = w}

/-- The real eigenvalues of the overlap matrix. -/
def overlapEigenvalues (φ : ι → E) : Set ℝ :=
  {μ | ∃ v : ι → ℂ, v ≠ 0 ∧ overlapMatrix φ *ᵥ v = (μ : ℂ) • v}

/-- A bound on the projected weight of normalised states extends to all vectors,
scaled by the squared norm. -/
theorem projectedWeight_le {φ : ι → E} {Λ : ℝ} (h : Λ ∈ upperBounds (attainableWeights φ))
    (x : E) : projectedWeight φ x ≤ Λ * ‖x‖ ^ 2 := by
  by_cases hx : x = 0
  · subst hx
    simp [projectedWeight]
  have hn : ‖x‖ ≠ 0 := norm_ne_zero_iff.mpr hx
  have hs : ∀ c : ℂ, projectedWeight φ (c • x) = ‖c‖ ^ 2 * projectedWeight φ x := by
    intro c
    simp only [projectedWeight, inner_smul_right, norm_mul, mul_pow, Finset.mul_sum]
  -- normalise x and use the bound there
  have h1 := h ⟨((‖x‖⁻¹ : ℝ) : ℂ) • x, by
    rw [norm_smul, Complex.norm_real, norm_inv, norm_norm, inv_mul_cancel₀ hn], rfl⟩
  rw [hs, Complex.norm_real, norm_inv, norm_norm] at h1
  calc projectedWeight φ x = ‖x‖ ^ 2 * (‖x‖⁻¹ ^ 2 * projectedWeight φ x) := by field_simp
    _ ≤ ‖x‖ ^ 2 * Λ := mul_le_mul_of_nonneg_left h1 (sq_nonneg _)
    _ = Λ * ‖x‖ ^ 2 := mul_comm _ _

/-- A nonnegative bound on the projected weight of normalised states also bounds the squared norm
of a linear combination of the orbitals, relative to the sum of its squared coefficients. -/
theorem norm_combination_sq_le {φ : ι → E} {Λ : ℝ}
    (h : Λ ∈ upperBounds (attainableWeights φ)) (h0 : 0 ≤ Λ) (c : ι → ℂ) :
    ‖∑ m, c m • φ m‖ ^ 2 ≤ Λ * ∑ m, ‖c m‖ ^ 2 := by
  have e : ∀ y : E, ⟪y, ∑ m, c m • φ m⟫_ℂ = ∑ m, c m * ⟪y, φ m⟫_ℂ := by
    intro y
    simp only [inner_sum, inner_smul_right]
  obtain ⟨x, hx⟩ : ∃ x, x = ∑ m, c m • φ m := ⟨_, rfl⟩
  rw [← hx]
  have h1 : ‖x‖ ^ 2 ≤ ∑ m, ‖c m‖ * ‖⟪φ m, x⟫_ℂ‖ := by
    calc ‖x‖ ^ 2 = ‖⟪x, x⟫_ℂ‖ := by rw [inner_self_eq_norm_sq_to_K, norm_pow]; simp
      _ = ‖∑ m, c m * ⟪x, φ m⟫_ℂ‖ := by rw [← e x, ← hx]
      _ ≤ ∑ m, ‖c m * ⟪x, φ m⟫_ℂ‖ := norm_sum_le _ _
      _ = _ := Finset.sum_congr rfl fun m _ => by rw [norm_mul, norm_inner_symm]
  have hC : 0 ≤ ∑ m, ‖c m‖ ^ 2 := Finset.sum_nonneg fun m _ => sq_nonneg _
  -- Cauchy-Schwarz on the coefficients
  have h4 : (‖x‖ ^ 2) ^ 2 ≤ (∑ m, ‖c m‖ ^ 2) * (Λ * ‖x‖ ^ 2) :=
    calc (‖x‖ ^ 2) ^ 2 ≤ (∑ m, ‖c m‖ * ‖⟪φ m, x⟫_ℂ‖) ^ 2 :=
          pow_le_pow_left₀ (sq_nonneg _) h1 2
      _ ≤ (∑ m, ‖c m‖ ^ 2) * ∑ m, ‖⟪φ m, x⟫_ℂ‖ ^ 2 :=
          Finset.sum_mul_sq_le_sq_mul_sq _ _ _
      _ ≤ _ := mul_le_mul_of_nonneg_left (projectedWeight_le h x) hC
  by_contra hlt
  have hlt' := lt_of_not_ge hlt
  have hX : 0 < ‖x‖ ^ 2 := lt_of_le_of_lt (mul_nonneg h0 hC) hlt'
  nlinarith [mul_lt_mul_of_pos_right hlt' hX]

/-- A normalised state of greatest projected weight `Λ` is reproduced, up to the factor `Λ`, by the
sum of the orbitals, each multiplied by its inner product `⟪φ m, ψ⟫_ℂ` with the state. -/
theorem maximiser_eigen {φ : ι → E} {Λ : ℝ} (h : Λ ∈ upperBounds (attainableWeights φ))
    {ψ : E} (hψ : ‖ψ‖ = 1) (hW : projectedWeight φ ψ = Λ) :
    ∑ m, ⟪φ m, ψ⟫_ℂ • φ m = (Λ : ℂ) • ψ := by
  have h0 : 0 ≤ Λ := hW ▸ Finset.sum_nonneg fun m _ => sq_nonneg _
  have hN := norm_combination_sq_le h h0 (fun m => ⟪φ m, ψ⟫_ℂ)
  change _ ≤ Λ * projectedWeight φ ψ at hN
  rw [hW] at hN
  have hsum : ∑ m, ⟪⟪φ m, ψ⟫_ℂ • φ m, ψ⟫_ℂ = ((projectedWeight φ ψ : ℝ) : ℂ) := by
    rw [projectedWeight, Complex.ofReal_sum]
    refine Finset.sum_congr rfl fun m _ => ?_
    rw [inner_smul_left, Complex.conj_mul', Complex.ofReal_pow]
  have hre : RCLike.re ⟪∑ m, ⟪φ m, ψ⟫_ℂ • φ m, (Λ : ℂ) • ψ⟫_ℂ = Λ * Λ := by
    rw [inner_smul_right, sum_inner, hsum, hW, ← Complex.ofReal_mul]
    exact Complex.ofReal_re _
  -- the squared length of the residual is at most zero
  have hs := norm_sub_sq (𝕜 := ℂ) (∑ m, ⟪φ m, ψ⟫_ℂ • φ m) ((Λ : ℂ) • ψ)
  have hl : ‖(Λ : ℂ) • ψ‖ ^ 2 = Λ ^ 2 := by
    rw [norm_smul, Complex.norm_real, hψ, mul_one, Real.norm_eq_abs, sq_abs]
  rw [hre, hl] at hs
  have hz : ‖∑ m, ⟪φ m, ψ⟫_ℂ • φ m - (Λ : ℂ) • ψ‖ ^ 2 = 0 :=
    le_antisymm (by nlinarith) (sq_nonneg _)
  exact sub_eq_zero.mp (norm_eq_zero.mp (pow_eq_zero_iff two_ne_zero |>.mp hz))

/-- If the greatest projected weight of a normalised state exists and is positive, it is the
greatest real eigenvalue of the overlap matrix. -/
theorem isGreatest_overlapEigenvalues {φ : ι → E} {Λ : ℝ}
    (h : IsGreatest (attainableWeights φ) Λ) (hpos : 0 < Λ) :
    IsGreatest (overlapEigenvalues φ) Λ := by
  have hS : ∀ (v : ι → ℂ) (i : ι),
      (overlapMatrix φ *ᵥ v) i = ⟪φ i, ∑ j, v j • φ j⟫_ℂ := by
    intro v i
    simp [overlapMatrix, Matrix.mulVec, dotProduct, mul_comm]
  obtain ⟨⟨ψ, hψ, hW⟩, hub⟩ := h
  constructor
  · -- the amplitudes of the maximiser form the eigenvector
    refine ⟨fun m => ⟪φ m, ψ⟫_ℂ, fun ha => ?_, ?_⟩
    · have hz : projectedWeight φ ψ = 0 :=
        Finset.sum_eq_zero fun m _ => by
          have hm : ⟪φ m, ψ⟫_ℂ = 0 := congrFun ha m
          rw [hm]; simp
      linarith
    · funext i
      rw [hS, maximiser_eigen hub hψ hW, inner_smul_right]
      rfl
  · rintro μ ⟨v, hv, he⟩
    have hb := norm_combination_sq_le hub hpos.le v
    have e : ∀ y : E, ⟪∑ m, v m • φ m, y⟫_ℂ = ∑ m, conj (v m) * ⟪φ m, y⟫_ℂ := by
      intro y
      simp only [sum_inner, inner_smul_left]
    have hq : ((‖∑ m, v m • φ m‖ ^ 2 : ℝ) : ℂ) = ((μ * ∑ m, ‖v m‖ ^ 2 : ℝ) : ℂ) := by
      calc _ = ⟪∑ m, v m • φ m, ∑ m, v m • φ m⟫_ℂ := by
            rw [inner_self_eq_norm_sq_to_K]; simp
        _ = ∑ m, conj (v m) * ((μ : ℂ) * v m) := by
            rw [e]
            refine Finset.sum_congr rfl fun m _ => ?_
            rw [← hS, he]
            rfl
        _ = _ := by
            rw [Complex.ofReal_mul, Complex.ofReal_sum, Finset.mul_sum]
            refine Finset.sum_congr rfl fun m _ => ?_
            rw [Complex.ofReal_pow, ← Complex.conj_mul']
            ring
    rw [Complex.ofReal_inj.mp hq] at hb
    obtain ⟨k, hk⟩ := Function.ne_iff.mp hv
    have hp : 0 < ∑ m, ‖v m‖ ^ 2 :=
      Finset.sum_pos' (fun m _ => sq_nonneg _)
        ⟨k, Finset.mem_univ k, pow_pos (norm_pos_iff.mpr hk) 2⟩
    exact le_of_mul_le_mul_right hb hp

/-- For normalised orbitals, the projected weight of one orbital `φ j` is at least one plus its
squared overlap with any other orbital. -/
theorem one_add_overlap_sq_le {φ : ι → E} (hφ : ∀ m, ‖φ m‖ = 1) {i j : ι} (hij : i ≠ j) :
    1 + ‖⟪φ i, φ j⟫_ℂ‖ ^ 2 ≤ projectedWeight φ (φ j) := by
  classical
  have self : ‖⟪φ j, φ j⟫_ℂ‖ = 1 := by rw [inner_self_eq_norm_sq_to_K, hφ]; simp
  have h := Finset.sum_le_sum_of_subset_of_nonneg (f := fun m => ‖⟪φ m, φ j⟫_ℂ‖ ^ 2)
    (Finset.subset_univ {i, j}) (fun m _ _ => sq_nonneg _)
  simp only [Finset.sum_pair hij, self] at h
  unfold projectedWeight
  linarith

/-- For a nonempty finite family of normalised orbitals in a finite-dimensional space, the greatest
total projected weight of a normalised state exists and is the greatest eigenvalue of the overlap
matrix; it exceeds one exactly when two orbitals with different labels are nonorthogonal. -/
theorem max_projectedWeight [FiniteDimensional ℂ E] [Nonempty ι] (φ : ι → E)
    (hφ : ∀ m, ‖φ m‖ = 1) :
    ∃ Λ : ℝ, IsGreatest (attainableWeights φ) Λ ∧ IsGreatest (overlapEigenvalues φ) Λ ∧
      (1 < Λ ↔ ∃ i j, i ≠ j ∧ ⟪φ i, φ j⟫_ℂ ≠ 0) := by
  have : ProperSpace E := FiniteDimensional.proper ℂ E
  obtain ⟨k⟩ := ‹Nonempty ι›
  have hc : Continuous (projectedWeight φ) := by
    unfold projectedWeight
    fun_prop
  -- the unit sphere is compact, so a maximiser exists
  obtain ⟨ψ, hψ, hmax⟩ := (isCompact_sphere (0 : E) 1).exists_isMaxOn
    ⟨φ k, mem_sphere_zero_iff_norm.mpr (hφ k)⟩ hc.continuousOn
  have hψ1 : ‖ψ‖ = 1 := mem_sphere_zero_iff_norm.mp hψ
  have hG : IsGreatest (attainableWeights φ) (projectedWeight φ ψ) := by
    refine ⟨⟨ψ, hψ1, rfl⟩, ?_⟩
    rintro w ⟨χ, hχ, rfl⟩
    exact hmax (mem_sphere_zero_iff_norm.mpr hχ)
  have hpos : 0 < projectedWeight φ ψ := by
    have self : ‖⟪φ k, φ k⟫_ℂ‖ ^ 2 = 1 := by rw [inner_self_eq_norm_sq_to_K, hφ]; simp
    have h1 : ‖⟪φ k, φ k⟫_ℂ‖ ^ 2 ≤ projectedWeight φ (φ k) :=
      Finset.single_le_sum (f := fun m => ‖⟪φ m, φ k⟫_ℂ‖ ^ 2)
        (fun m _ => sq_nonneg _) (Finset.mem_univ k)
    have h2 := hG.2 ⟨φ k, hφ k, rfl⟩
    linarith
  refine ⟨_, hG, isGreatest_overlapEigenvalues hG hpos, ?_, ?_⟩
  · -- without overlaps, Bessel's inequality caps the weight at one
    intro hlt
    by_contra hno
    have ho : Orthonormal ℂ φ := ⟨hφ, fun i j hij => by
      by_contra hne
      exact hno ⟨i, j, hij, hne⟩⟩
    have hb : projectedWeight φ ψ ≤ ‖ψ‖ ^ 2 :=
      ho.sum_inner_products_le (x := ψ) (s := Finset.univ)
    rw [hψ1] at hb
    linarith
  · rintro ⟨i, j, hij, hne⟩
    have h1 := one_add_overlap_sq_le hφ hij
    have h2 := hG.2 ⟨φ j, hφ j, rfl⟩
    have h3 : 0 < ‖⟪φ i, φ j⟫_ℂ‖ ^ 2 := pow_pos (norm_pos_iff.mpr hne) 2
    linarith

/-- For two normalised orbitals in a finite-dimensional space, the greatest total projected weight
of a normalised state is one plus the modulus of their overlap. -/
theorem max_projectedWeight_two [FiniteDimensional ℂ E] (φ : Fin 2 → E)
    (hφ : ∀ m, ‖φ m‖ = 1) :
    IsGreatest (attainableWeights φ) (1 + ‖⟪φ 0, φ 1⟫_ℂ‖) := by
  obtain ⟨Λ, hG, ⟨⟨v, hv, he⟩, _⟩, _⟩ := max_projectedWeight φ hφ
  have self : ∀ m, ⟪φ m, φ m⟫_ℂ = 1 := by
    intro m
    rw [inner_self_eq_norm_sq_to_K, hφ]; simp
  have h0 := congrFun he 0
  have h1 := congrFun he 1
  simp only [overlapMatrix, Matrix.mulVec, dotProduct, Matrix.of_apply, Fin.sum_univ_two,
    Pi.smul_apply, smul_eq_mul, self] at h0 h1
  rw [← inner_conj_symm (φ 1) (φ 0)] at h1
  have hss := Complex.conj_mul' ⟪φ 0, φ 1⟫_ℂ
  -- the secular equation, read off from either component
  have key : ∀ k, (((Λ : ℂ) - 1) ^ 2 - (‖⟪φ 0, φ 1⟫_ℂ‖ : ℂ) ^ 2) * v k = 0 := by
    rw [Fin.forall_fin_two]
    constructor
    · linear_combination -((Λ : ℂ) - 1) * h0 - ⟪φ 0, φ 1⟫_ℂ * h1 + v 0 * hss
    · linear_combination -((Λ : ℂ) - 1) * h1 - conj ⟪φ 0, φ 1⟫_ℂ * h0 + v 1 * hss
  obtain ⟨k, hk⟩ := Function.ne_iff.mp hv
  have hC := sub_eq_zero.mp ((mul_eq_zero.mp (key k)).resolve_right hk)
  have hR : (Λ - 1) ^ 2 = ‖⟪φ 0, φ 1⟫_ℂ‖ ^ 2 := by exact_mod_cast hC
  have hge : 0 ≤ Λ - 1 := by
    have a := one_add_overlap_sq_le hφ (show (0 : Fin 2) ≠ 1 by decide)
    have b := hG.2 ⟨φ 1, hφ 1, rfl⟩
    nlinarith [sq_nonneg ‖⟪φ 0, φ 1⟫_ℂ‖]
  have hE := (sq_eq_sq₀ hge (norm_nonneg _)).mp hR
  rw [← hE, add_sub_cancel]
  exact hG

end

end ProjectedWeightOverlap
```

```lean
#print axioms ProjectedWeightOverlap.max_projectedWeight
#print axioms ProjectedWeightOverlap.max_projectedWeight_two
```

```
'ProjectedWeightOverlap.max_projectedWeight' depends on axioms: [propext, Classical.choice, Quot.sound]
'ProjectedWeightOverlap.max_projectedWeight_two' depends on axioms: [propext, Classical.choice, Quot.sound]
```

## How the proof follows the algebra

`projectedWeight_le` is the scaling step. `norm_combination_sq_le` is the dual bound; instead of dividing by ‖x‖², it supposes the bound false, which forces ‖x‖² > 0, and `nlinarith` finds the contradiction.

`maximiser_eigen` proves Fψ = Λψ. It expands the residual with `norm_sub_sq`, shows that its squared norm is at most zero, and concludes that the residual vanishes.

`isGreatest_overlapEigenvalues` has two halves. The first shows that the amplitudes a_m form an eigenvector, with the hypothesis `0 < Λ` ensuring that they are not all zero. The second evaluates ‖∑_m v_m φ_m‖² as μ ∑_m |v_m|², applies the dual bound and cancels the positive sum.

`one_add_overlap_sq_le` keeps only the terms i and j of W(φ_j) and discards the other nonnegative ones. The main theorem then obtains a maximiser from `isCompact_sphere`, shows that its weight is positive by comparison with one orbital, and settles the two directions of the threshold with Bessel's inequality and the trial state.

In `max_projectedWeight_two`, the two `linear_combination` calls carry out the substitution in the eigenvalue equations, one for each component. The trial-state bound gives Λ − 1 ≥ 0, which selects the root 1 + |s| over 1 − |s|.
